# Gross–Oliveira–Kohn uniqueness of the ensemble states in finite dimension, for nondegenerate levels and strictly decreasing positive weights

## Levels, weights and expectation values

Let V be a complex Hilbert space of finite dimension n. States are numbered k = 0, …, n−1, and the inner product ⟨φ,ψ⟩ is conjugate-linear in φ.

In Lean 4 with Mathlib:

```lean
import Mathlib

open Finset

namespace GrossOliveiraKohn

noncomputable section

variable {V : Type*} [NormedAddCommGroup V] [InnerProductSpace ℂ V] {n : ℕ}
```

The expectation value of H in ψ is defined as the real part of ⟨ψ,Hψ⟩, which for Hermitian H is the whole value.

```lean
/-- The real part of the expectation value of the operator `H` in the state `ψ`. -/
def expect (H : V →ₗ[ℂ] V) (ψ : V) : ℝ := (inner ℂ ψ (H ψ)).re
```

`IsLevels H E u` says that H is Hermitian, that E_0 < E_1 < …, and that the u_k are unit vectors with H u_k = E_k u_k. Degenerate levels are thereby excluded throughout the spectrum: of a degenerate spin triplet, for example, V may contain only one component.

```lean
/-- `H` is Hermitian, with strictly increasing levels `E k` and unit eigenvectors `u k`. -/
structure IsLevels (H : V →ₗ[ℂ] V) (E : Fin n → ℝ) (u : Fin n → V) : Prop where
  symm : H.IsSymmetric
  strict : StrictMono E
  unit : ∀ k, ‖u k‖ = 1
  eigen : ∀ k, H (u k) = (E k : ℂ) • u k
```

The weights w_k never increase with k, and they drop strictly after each positive one. This admits w_0 > … > w_{m−1} > 0 followed by zeros. They need not sum to one. A state u_k is called occupied if its weight w_k is positive.

```lean
/-- Ensemble weights that never increase with the level, and strictly decrease after every
level of positive weight. -/
def IsWeights (w : Fin n → ℝ) : Prop :=
  Antitone w ∧ ∀ i j, i < j → 0 < w i → w j < w i
```

## Eigenvectors as a basis

Hermiticity gives

E_i ⟨u_i,u_j⟩ = ⟨H u_i,u_j⟩ = ⟨u_i,H u_j⟩ = E_j ⟨u_i,u_j⟩.

For i ≠ j the levels differ, so ⟨u_i,u_j⟩ = 0. In dimension n, these n orthonormal vectors form a basis.

```lean
/-- In a space of dimension `n`, unit eigenvectors of `n` distinct levels of a Hermitian operator
form an orthonormal basis. -/
theorem IsLevels.exists_basis [FiniteDimensional ℂ V] (hn : Module.finrank ℂ V = n)
    {H : V →ₗ[ℂ] V} {E : Fin n → ℝ} {u : Fin n → V} (h : IsLevels H E u) :
    ∃ b : OrthonormalBasis (Fin n) ℂ V, ⇑b = u := by
  have ho : Orthonormal ℂ u := by
    refine ⟨h.unit, fun i j hij => ?_⟩
    have hs := h.symm (u i) (u j)
    rw [h.eigen, h.eigen, inner_smul_left, inner_smul_right, Complex.conj_ofReal] at hs
    have hE : (E i : ℂ) - E j ≠ 0 :=
      sub_ne_zero.2 fun he => hij (h.strict.injective (Complex.ofReal_injective he))
    have hz : ((E i : ℂ) - E j) * inner ℂ (u i) (u j) = 0 := by linear_combination hs
    exact (mul_eq_zero.1 hz).resolve_left hE
  exact ⟨OrthonormalBasis.mk ho
    (ho.linearIndependent.span_eq_top_of_card_eq_finrank' (by simp [hn])).ge,
    OrthonormalBasis.coe_mk _ _⟩
```

## Comparing weights with excitation energies

Set c_0 = 0 and add mean weight times level spacing:

c_{l+1} = c_l + ½(w_l + w_{l+1})(E_{l+1} − E_l).

For i ≤ j, every mean weight between levels i and j lies between w_j and w_i, so

w_j(E_j − E_i) ≤ c_j − c_i ≤ w_i(E_j − E_i).

If w_j < w_i, the weight drops at some step, whose mean lies strictly between w_j and w_i, and both inequalities become strict. Reading the upper bound for j above k, and the lower bound for j below k, gives for all k and j

c_j − c_k ≤ w_k(E_j − E_k), strictly if w_j ≠ w_k.

The mean matters. With w_l in its place, c_{k+1} − c_k would equal w_k(E_{k+1} − E_k), and strictness would fail for neighbouring levels of different weight.

In the code, `key` proves the two-sided bound by induction on j; the products `p1` to `p4` supply the signs that `linarith` needs.

```lean
/-- For strictly increasing levels and non-increasing weights there are numbers `c` whose
differences are bounded by weight times excitation energy, strictly so between levels of different
weight. -/
theorem exists_support {E w : Fin n → ℝ} (hE : StrictMono E) (hw : Antitone w) :
    ∃ c : Fin n → ℝ, ∀ k j, c j - c k ≤ w k * (E j - E k) ∧
      (w j ≠ w k → c j - c k < w k * (E j - E k)) := by
  -- continue levels and weights to all naturals, and sum mean weight times level spacing
  obtain ⟨e, he⟩ : ∃ e : ℕ → ℝ, ∀ i : Fin n, e i = E i :=
    ⟨fun i => if h : i < n then E ⟨i, h⟩ else 0, fun i => by simp⟩
  obtain ⟨q, hq⟩ : ∃ q : ℕ → ℝ, ∀ i : Fin n, q i = w i :=
    ⟨fun i => if h : i < n then w ⟨i, h⟩ else 0, fun i => by simp⟩
  have hem : ∀ i j, i ≤ j → j < n → e i ≤ e j := fun i j hij hj => by
    have h := hE.monotone (show (⟨i, by omega⟩ : Fin n) ≤ ⟨j, hj⟩ from hij)
    rwa [← he, ← he] at h
  have hes : ∀ j, j + 1 < n → e j < e (j + 1) := fun j hj => by
    have h := hE (show (⟨j, by omega⟩ : Fin n) < ⟨j + 1, hj⟩ from Nat.lt_succ_self j)
    rwa [← he, ← he] at h
  have hqm : ∀ i j, i ≤ j → j < n → q j ≤ q i := fun i j hij hj => by
    have h := hw (show (⟨i, by omega⟩ : Fin n) ≤ ⟨j, hj⟩ from hij)
    rwa [← hq, ← hq] at h
  obtain ⟨b, hb⟩ : ∃ b : ℕ → ℝ, ∀ l,
      b (l + 1) = b l + (q l + q (l + 1)) / 2 * (e (l + 1) - e l) :=
    ⟨fun j => ∑ l ∈ range j, (q l + q (l + 1)) / 2 * (e (l + 1) - e l),
      fun l => Finset.sum_range_succ _ _⟩
  have key : ∀ i j, i ≤ j → j < n →
      (q j * (e j - e i) ≤ b j - b i ∧ b j - b i ≤ q i * (e j - e i)) ∧
      (q j < q i → q j * (e j - e i) < b j - b i ∧ b j - b i < q i * (e j - e i)) := by
    intro i j hij
    induction j, hij using Nat.le_induction with
    | base => intro _; simp
    | succ j hij ih =>
      intro hj
      obtain ⟨⟨l1, u1⟩, s⟩ := ih (by omega)
      have d := hes j hj
      have a := hqm j (j + 1) (by omega) hj
      have p1 := mul_nonneg (sub_nonneg.2 a) (sub_nonneg.2 d.le)
      have p2 := mul_nonneg (sub_nonneg.2 (hqm i j hij (by omega))) (sub_nonneg.2 d.le)
      have p3 := mul_nonneg (sub_nonneg.2 a) (sub_nonneg.2 (hem i j hij (by omega)))
      rw [hb j]
      refine ⟨⟨by linarith, by linarith⟩, fun hlt => ?_⟩
      rcases a.lt_or_eq with h | h
      · have p4 := mul_pos (sub_pos.2 h) (sub_pos.2 d)
        exact ⟨by linarith, by linarith⟩
      · obtain ⟨s1, s2⟩ := s (h ▸ hlt)
        exact ⟨by linarith, by linarith⟩
  refine ⟨fun k => b k, fun k j => ?_⟩
  rcases le_total k j with h | h
  · have K := key k j h j.2
    rw [he, he, hq, hq] at K
    exact ⟨K.1.2, fun hne => (K.2 (lt_of_le_of_ne (hw h) hne)).2⟩
  · have K := key j k h k.2
    rw [he, he, hq, hq] at K
    exact ⟨by linarith [K.1.1],
      fun hne => by linarith [(K.2 (lt_of_le_of_ne (hw h) hne.symm)).1]⟩
```

## An energy bound that removes overlaps

Let v be an orthonormal basis and p_kj = |⟨u_j,v_k⟩|². Expanding in the u_j gives ⟨v_k,H v_k⟩ = Σ_j E_j p_kj, and Parseval's identity gives Σ_j p_kj = Σ_k p_kj = 1. Define

t_kj = p_kj [w_k(E_j − E_k) − (c_j − c_k)] ≥ 0.

In the double sum the c terms cancel:

Σ_kj t_kj = Σ_k w_k⟨v_k,H v_k⟩ − Σ_k w_k E_k.

If the trial ensemble's energy is at most Σ_k w_k E_k, every t_kj vanishes. Where w_j ≠ w_k the bracket is positive, so p_kj = 0. Here `hrow` and `hcol` are the unit sums, and `htot` is the bound on the total.

```lean
/-- In dimension `n`, let the Hermitian operator `H` have `n` nondegenerate levels `E k` with unit
eigenvectors `u k`. If an orthonormal basis `v` with non-increasing weights has ensemble energy at
most `∑ w k * E k`, then `v k` is orthogonal to every eigenvector `u j` of different weight. -/
theorem overlap_eq_zero [FiniteDimensional ℂ V] (hn : Module.finrank ℂ V = n)
    {H : V →ₗ[ℂ] V} {E w : Fin n → ℝ} {u : Fin n → V} (h : IsLevels H E u)
    (v : OrthonormalBasis (Fin n) ℂ V) (hw : Antitone w)
    (hle : ∑ k, w k * expect H (v k) ≤ ∑ k, w k * E k) {j k : Fin n} (hjk : w j ≠ w k) :
    inner ℂ (u j) (v k) = 0 := by
  obtain ⟨b, rfl⟩ := h.exists_basis hn
  obtain ⟨c, hc⟩ := exists_support h.strict hw
  -- the energy of a state is the average of the levels over its squared overlaps
  have hexp : ∀ ψ, expect H ψ = ∑ j, E j * ‖inner ℂ (b j) ψ‖ ^ 2 := fun ψ => by
    rw [expect, ← b.sum_inner_mul_inner, Complex.re_sum]
    refine Finset.sum_congr rfl fun j _ => ?_
    rw [← h.symm, h.eigen, inner_smul_left, Complex.conj_ofReal, ← inner_conj_symm ψ (b j)]
    generalize inner ℂ (b j) ψ = z
    rw [Complex.sq_norm, Complex.normSq_apply]
    simp only [Complex.mul_re, Complex.mul_im, Complex.conj_re, Complex.conj_im,
      Complex.ofReal_re, Complex.ofReal_im]
    ring
  let p : Fin n → Fin n → ℝ := fun k j => ‖inner ℂ (b j) (v k)‖ ^ 2
  let t : Fin n → Fin n → ℝ := fun k j => p k j * (w k * (E j - E k) - (c j - c k))
  have ht : ∀ k j, 0 ≤ t k j := fun k j =>
    mul_nonneg (sq_nonneg _) (sub_nonneg.2 (hc k j).1)
  have hrow : ∀ k, ∑ j, p k j = 1 := fun k => by
    simp only [p]
    rw [b.sum_sq_norm_inner_right, v.orthonormal.1 k, one_pow]
  have hcol : ∀ j, ∑ k, p k j = 1 := fun j => by
    simp only [p]
    rw [v.sum_sq_norm_inner_left, b.orthonormal.1 j, one_pow]
  have hsum : ∀ k, ∑ j, t k j =
      w k * expect H (v k) - w k * E k + c k - ∑ j, p k j * c j := fun k => by
    have e : ∑ j, t k j = w k * ∑ j, E j * p k j + (c k - w k * E k) * ∑ j, p k j
        - ∑ j, p k j * c j := by
      rw [Finset.mul_sum, Finset.mul_sum, ← Finset.sum_add_distrib, ← Finset.sum_sub_distrib]
      exact Finset.sum_congr rfl fun j _ => by simp only [t]; ring
    rw [e, hrow, hexp]
    ring
  have hpc : ∑ k, ∑ j, p k j * c j = ∑ j, c j := by
    rw [Finset.sum_comm]
    exact Finset.sum_congr rfl fun j _ => by rw [← Finset.sum_mul, hcol, one_mul]
  have htot : ∑ k, ∑ j, t k j ≤ 0 := by
    simp only [hsum, Finset.sum_sub_distrib, Finset.sum_add_distrib, hpc]
    linarith
  -- a sum of nonnegative terms that is not positive has no positive term
  have h1 : t k j ≤ ∑ j, t k j :=
    Finset.single_le_sum (fun j _ => ht k j) (Finset.mem_univ j)
  have h2 : ∑ j, t k j ≤ ∑ k, ∑ j, t k j :=
    Finset.single_le_sum (f := fun k => ∑ j, t k j)
      (fun k _ => Finset.sum_nonneg fun j _ => ht k j) (Finset.mem_univ k)
  by_contra hne
  have hpos : 0 < t k j :=
    mul_pos (pow_pos (norm_pos_iff.2 hne) 2) (sub_pos.2 ((hc k j).2 hjk))
  linarith
```

## Equal expectation values fix the occupied states

Let u_k, E_k belong to A+W and v_k, F_k to B+W. Since A−B = (A+W) − (B+W), equal weighted expectation values of A−B mean

[Σ_k w_k⟨v_k,(A+W)v_k⟩ − Σ_k w_k E_k] + [Σ_k w_k⟨u_k,(B+W)u_k⟩ − Σ_k w_k F_k] = 0.

At least one bracket is therefore not positive, and the overlap result applies to that Hamiltonian (the case split by `le_total`). If w_k > 0, every other level has a different weight (`hne`), so ⟨u_j,v_k⟩ = 0 for j ≠ k (`hov`). Hence v_k = ⟨u_k,v_k⟩u_k, and taking norms shows that the coefficient is a phase.

```lean
/-- Let `A + W` and `B + W` have nondegenerate levels, and let the weights satisfy `IsWeights`. If
the two eigen-ensembles of `A + W` and `B + W` give the same weighted expectation value of `A - B`,
their states of positive weight agree up to a phase. -/
theorem states_eq_of_expect_sub [FiniteDimensional ℂ V] (hn : Module.finrank ℂ V = n)
    {A B W : V →ₗ[ℂ] V} {E F w : Fin n → ℝ} {u v : Fin n → V}
    (hA : IsLevels (A + W) E u) (hB : IsLevels (B + W) F v) (hw : IsWeights w)
    (h : ∑ k, w k * expect (A - B) (u k) = ∑ k, w k * expect (A - B) (v k))
    {k : Fin n} (hk : 0 < w k) : ∃ z : ℂ, ‖z‖ = 1 ∧ v k = z • u k := by
  obtain ⟨b, rfl⟩ := hA.exists_basis hn
  obtain ⟨d, rfl⟩ := hB.exists_basis hn
  have hself : ∀ {H : V →ₗ[ℂ] V} {G : Fin n → ℝ} {f : Fin n → V}, IsLevels H G f →
      ∀ i, expect H (f i) = G i := fun hl i => by
    rw [expect, hl.eigen, inner_smul_right, inner_self_eq_norm_sq_to_K, hl.unit]
    simp
  have hsub : ∀ ψ, expect (A - B) ψ = expect (A + W) ψ - expect (B + W) ψ := fun ψ => by
    simp only [expect, LinearMap.sub_apply, LinearMap.add_apply, inner_sub_right,
      inner_add_right, Complex.sub_re, Complex.add_re]
    ring
  simp only [hsub, hself hA, hself hB, mul_sub, Finset.sum_sub_distrib] at h
  have hne : ∀ j, j ≠ k → w j ≠ w k := fun j hj => by
    rcases lt_or_gt_of_ne hj with hl | hl
    · exact (hw.2 j k hl (hk.trans_le (hw.1 hl.le))).ne'
    · exact (hw.2 k j hl hk).ne
  -- one of the two ensembles does not exceed the other's energy
  have hov : ∀ j, j ≠ k → inner ℂ (b j) (d k) = 0 := fun j hj => by
    rcases le_total (∑ i, w i * expect (A + W) (d i)) (∑ i, w i * E i) with hl | hl
    · exact overlap_eq_zero hn hA d hw.1 hl (hne j hj)
    · exact inner_eq_zero_symm.1
        (overlap_eq_zero hn hB b hw.1 (by linarith) (hne j hj).symm)
  have hd : d k = inner ℂ (b k) (d k) • b k := by
    conv_lhs => rw [← b.sum_repr' (d k)]
    exact Finset.sum_eq_single k (fun j _ hj => by rw [hov j hj, zero_smul]) (by simp)
  refine ⟨_, ?_, hd⟩
  have hnorm := congrArg norm hd
  rw [norm_smul, hA.unit, hB.unit, mul_one] at hnorm
  exact hnorm.symm
```

Physically, M is the real space of admissible external potentials, and W holds the fixed kinetic and interaction terms. If the ensembles agree on all of M, they agree on C = A−B, which lies in M.

Monotone weights alone would not suffice: for n = 2 and equal positive weights, both sides are the same multiple of the trace, whatever the states.

```lean
/-- **Gross-Oliveira-Kohn uniqueness**, in finite dimension. Let `A`, `B` belong to a real space `M`
of operators, let `A + W` and `B + W` have nondegenerate levels, and let the weights satisfy
`IsWeights` (never increasing, and strictly decreasing after every positive one). If the
eigen-ensembles of `A + W` and `B + W` give equal weighted expectation values for all of `M`, their
states of positive weight agree up to a phase. -/
theorem gross_oliveira_kohn [FiniteDimensional ℂ V] (hn : Module.finrank ℂ V = n)
    (M : Submodule ℝ (V →ₗ[ℂ] V)) {A B W : V →ₗ[ℂ] V} (hAM : A ∈ M) (hBM : B ∈ M)
    {E F w : Fin n → ℝ} {u v : Fin n → V}
    (hA : IsLevels (A + W) E u) (hB : IsLevels (B + W) F v) (hw : IsWeights w)
    (h : ∀ C ∈ M, ∑ k, w k * expect C (u k) = ∑ k, w k * expect C (v k)) :
    ∀ k, 0 < w k → ∃ z : ℂ, ‖z‖ = 1 ∧ v k = z • u k :=
  fun _ hk => states_eq_of_expect_sub hn hA hB hw (h _ (M.sub_mem hAM hBM)) hk
```

## What follows for the potentials

If v_k = z u_k with |z| = 1, then (B+W)u_k = F_k u_k. Subtracting this from (A+W)u_k = E_k u_k gives

(A−B)u_k = (E_k − F_k)u_k.

```lean
/-- If an eigenvector of `B + W` is a phase times the eigenvector `u k` of `A + W`, then `A - B`
acts on `u k` as the difference of the two levels. -/
theorem sub_apply_of_phase {A B W : V →ₗ[ℂ] V} {E F : Fin n → ℝ} {u v : Fin n → V}
    (hA : IsLevels (A + W) E u) (hB : IsLevels (B + W) F v) {k : Fin n}
    (h : ∃ z : ℂ, ‖z‖ = 1 ∧ v k = z • u k) :
    (A - B) (u k) = ((E k : ℂ) - F k) • u k := by
  obtain ⟨z, hz, hv⟩ := h
  have hz0 : z ≠ 0 := norm_ne_zero_iff.1 (by rw [hz]; exact one_ne_zero)
  have h2 := hB.eigen k
  rw [hv, map_smul, smul_comm] at h2
  have h3 := smul_right_injective V hz0 h2
  have h1 := hA.eigen k
  simp only [LinearMap.add_apply] at h1 h3
  rw [LinearMap.sub_apply, sub_smul, ← h1, ← h3]
  abel
```

## Site densities on a lattice

Let X be a finite set of sites and ι a finite set of many-particle configurations, with occ(c,x) particles on site x in configuration c. A site potential a gives c the energy

ε_a(c) = Σ_x occ(c,x) a(x).

```lean
variable {ι X : Type*} [Fintype ι] [Fintype X]

/-- Energy of the configuration `c`, with `occ c x` particles on site `x`, in the potential `a`. -/
def configEnergy (occ : ι → X → ℝ) (a : X → ℝ) (c : ι) : ℝ := ∑ x, occ c x * a x
```

As an operator, it multiplies the amplitude ψ(c) by ε_a(c).

```lean
/-- The site potential `a` as a multiplication operator on many-particle wavefunctions. -/
def sitePotential (occ : ι → X → ℝ) (a : X → ℝ) :
    EuclideanSpace ℂ ι →ₗ[ℂ] EuclideanSpace ℂ ι where
  toFun ψ := WithLp.toLp 2 fun c => (configEnergy occ a c : ℂ) * ψ.ofLp c
  map_add' ψ φ := by ext c; simp [mul_add]
  map_smul' r ψ := by ext c; simp [mul_left_comm]
```

The ensemble density is

ρ(x) = Σ_k w_k Σ_c occ(c,x)|u_k(c)|².

```lean
/-- The ensemble density on site `x`: the weighted mean occupation of that site. -/
def density (occ : ι → X → ℝ) (w : Fin n → ℝ) (u : Fin n → EuclideanSpace ℂ ι) (x : X) : ℝ :=
  ∑ k, w k * ∑ c, occ c x * ‖(u k).ofLp c‖ ^ 2
```

Inserting ε_a(c) into the weighted expectation value and exchanging the finite sums gives Σ_x a(x)ρ(x).

```lean
/-- The weighted potential energy of an ensemble is the sum of potential times density. -/
theorem sum_expect_sitePotential (occ : ι → X → ℝ) (a : X → ℝ) (w : Fin n → ℝ)
    (u : Fin n → EuclideanSpace ℂ ι) :
    ∑ k, w k * expect (sitePotential occ a) (u k) = ∑ x, a x * density occ w u x := by
  have hz : ∀ (r : ℝ) (z : ℂ), (inner ℂ z ((r : ℂ) * z)).re = r * ‖z‖ ^ 2 := fun r z => by
    rw [Complex.sq_norm, Complex.normSq_apply]
    simp only [RCLike.inner_apply, Complex.mul_re, Complex.mul_im, Complex.conj_re,
      Complex.conj_im, Complex.ofReal_re, Complex.ofReal_im]
    ring
  have he : ∀ ψ, expect (sitePotential occ a) ψ =
      ∑ c, configEnergy occ a c * ‖ψ.ofLp c‖ ^ 2 := fun ψ => by
    rw [expect, PiLp.inner_apply, Complex.re_sum]
    exact Finset.sum_congr rfl fun c _ => hz _ _
  simp only [he, density, configEnergy, Finset.mul_sum, Finset.sum_mul]
  rw [Finset.sum_comm (s := (Finset.univ : Finset X))]
  refine Finset.sum_congr rfl fun k _ => ?_
  rw [Finset.sum_comm]
  exact Finset.sum_congr rfl fun x _ => Finset.sum_congr rfl fun c _ => by ring
```

Equal densities thus give equal weighted expectation values of the difference of two site potentials a and b. The occupied states then agree up to phase, and the operator identity read at configuration c is

(ε_a(c) − ε_b(c)) u_k(c) = (E_k − F_k) u_k(c).

Where u_k(c) ≠ 0, the amplitude cancels. This fixes the differences in potential energy between configurations present in the same occupied state, which in general is less than the familiar statement that the density determines the potential up to a constant.

In ensemble density functional theory for excited states, such uniqueness lets the occupied states be treated, up to phase, as functionals of the ensemble density, here for fixed W and weights in a finite, nondegenerate model.

```lean
/-- Let the levels for both potentials be nondegenerate, and let the weights satisfy `IsWeights`. If
the eigen-ensembles for two site potentials `a`, `b` and the same `W` have equal densities, the
potential energies of each configuration present in a state `u k` of positive weight differ by
`E k - F k`. -/
theorem potential_unique_of_density (occ : ι → X → ℝ) {a b : X → ℝ}
    {W : EuclideanSpace ℂ ι →ₗ[ℂ] EuclideanSpace ℂ ι} {E F w : Fin (Fintype.card ι) → ℝ}
    {u v : Fin (Fintype.card ι) → EuclideanSpace ℂ ι}
    (hA : IsLevels (sitePotential occ a + W) E u) (hB : IsLevels (sitePotential occ b + W) F v)
    (hw : IsWeights w) (h : ∀ x, density occ w u x = density occ w v x)
    {k : Fin (Fintype.card ι)} (hk : 0 < w k) {c : ι} (hc : (u k).ofLp c ≠ 0) :
    configEnergy occ a c - configEnergy occ b c = E k - F k := by
  have hsub : ∀ ψ, expect (sitePotential occ a - sitePotential occ b) ψ =
      expect (sitePotential occ a) ψ - expect (sitePotential occ b) ψ := fun ψ => by
    simp only [expect, LinearMap.sub_apply, inner_sub_right, Complex.sub_re]
  have hs := sub_apply_of_phase hA hB (states_eq_of_expect_sub finrank_euclideanSpace hA hB hw
    (by simp only [hsub, mul_sub, Finset.sum_sub_distrib, sum_expect_sitePotential, h]) hk)
  -- read the operator identity at the configuration `c` and cancel the amplitude
  have e : (configEnergy occ a c : ℂ) * (u k).ofLp c - (configEnergy occ b c : ℂ) * (u k).ofLp c
      = ((E k : ℂ) - F k) * (u k).ofLp c := congrArg (fun ψ => ψ.ofLp c) hs
  have e2 : (configEnergy occ a c : ℂ) - configEnergy occ b c = (E k : ℂ) - F k :=
    mul_right_cancel₀ hc (by linear_combination e)
  exact_mod_cast e2

end

end GrossOliveiraKohn
```

```lean
#print axioms GrossOliveiraKohn.gross_oliveira_kohn
-- 'GrossOliveiraKohn.gross_oliveira_kohn' depends on axioms: [propext, Classical.choice, Quot.sound]
#print axioms GrossOliveiraKohn.potential_unique_of_density
-- 'GrossOliveiraKohn.potential_unique_of_density' depends on axioms: [propext, Classical.choice, Quot.sound]
```
